# Augmentation charges restore the all-electron density of a pseudo wave expanded in partial waves with dual projectors

Take one pseudo partial wave $p$, one all-electron partial wave $f$, and a pseudo wave $\psi = c\,p$. Let $b$ be a linear functional with $b(p)=1$, so that $b(\psi)=c$. Add to $|\psi|^2$ the difference of the two partial-wave densities, weighted by $|b(\psi)|^2$:

$$|\psi(r)|^2 + \overline{b(\psi)}\,\bigl(|f(r)|^2-|p(r)|^2\bigr)\,b(\psi) = |c|^2|p(r)|^2 + |c|^2|f(r)|^2 - |c|^2|p(r)|^2 = |c f(r)|^2 .$$

The smooth density cancels and the all-electron density remains. At a point where $p(r)=1$ and $f(r)=3$, with $c=2$, the sum is $4 + 4\cdot 8 = 36 = |2\cdot 3|^2$. With several partial waves the cancellation is the same, but the cross terms between different waves have to be carried along.

In an ultrasoft pseudopotential calculation the density is assembled in this way from soft waves and localised augmentation charges. The identity below covers one centre, finitely many partial waves, and a pseudo wave that they expand exactly.

## Waves, projectors and the ultrasoft density

Let $X$ be the set of points $r$, and let $V$ be a linear space of complex functions on $X$. The pseudo waves are the elements of $V$.

```lean
import Mathlib

open ComplexConjugate MeasureTheory

namespace UltrasoftAugmentation

noncomputable section

variable {X ι : Type*} {V : Submodule ℂ (X → ℂ)}
```

Nothing is assumed about $X$: it may be all of space or only the augmentation sphere of an atom. The second reading matters, because a pseudo wave in a molecule or solid can be expected to follow its partial-wave expansion only near the nucleus. Since $V$ need not contain every function, it can be a space on which projectors defined by integrals make sense.

Let $p_i \in V$ be the pseudo partial waves and $f_i$ the all-electron ones, with $i$ in an index set $\iota$. The augmentation charge is the difference of their pair densities,

$$Q_{ij}(r) = \overline{f_i(r)}\,f_j(r) - \overline{p_i(r)}\,p_j(r).$$

```lean
/-- The augmentation charge `Q_ij(r)`: the all-electron pair density minus the pseudo pair
density of the partial waves `i` and `j`. -/
def augCharge (p : ι → V) (f : ι → X → ℂ) (i j : ι) (r : X) : ℂ :=
  conj (f i r) * f j r - conj ((p i).1 r) * (p j).1 r
```

In the code, `(p i).1` is the function underlying the element `p i` of `V`. The `f i` are arbitrary functions: they need not lie in `V`, solve a radial Schrödinger equation, or have the same norm as the pseudo waves. These $Q_{ij}$ are the exact pair differences. If they are replaced by smoother functions inside the core, the pointwise identity no longer applies there as it stands.

From here on $\iota$ is finite. Linear functionals $b_j$ on $V$, the projectors, read off coefficients. For any family of functions $g_j$, they define the one-centre expansion $\sum_j b_j(\psi)\,g_j(r)$.

```lean
variable [Fintype ι]

/-- The one-centre expansion `∑ j, b_j(ψ) g_j(r)` of a pseudo wave `ψ` in partial waves `g`,
with coefficients read off by the projectors `b`. -/
def oneCentre (b : ι → V →ₗ[ℂ] ℂ) (g : ι → X → ℂ) (ψ : V) (r : X) : ℂ :=
  ∑ j, b j ψ * g j r
```

Two choices of $g$ are needed, and they get short names:

$$A(r) = \sum_j b_j(\psi) f_j(r), \qquad B(r) = \sum_j b_j(\psi) p_j(r).$$

The ultrasoft density of $\psi$ is

$$n(r) = |\psi(r)|^2 + \sum_{i,j} \overline{b_i(\psi)}\,Q_{ij}(r)\,b_j(\psi).$$

```lean
/-- The ultrasoft density of a pseudo wave: its squared modulus plus the augmentation charges
weighted by the projections of the wave. -/
def usDensity (p : ι → V) (f : ι → X → ℂ) (b : ι → V →ₗ[ℂ] ℂ) (ψ : V) (r : X) : ℂ :=
  (‖ψ.1 r‖ : ℂ) ^ 2 + ∑ i, ∑ j, conj (b i ψ) * augCharge p f i j r * b j ψ
```

The density has type `ℂ` because the individual $Q_{ij}$ are complex. Squared moduli are accordingly written as real norms cast to complex numbers.

## The double sum as a difference of two densities

For complex numbers $c_j$ and $g_j$, the double sum factorises:

$$\sum_{i,j} \overline{c_i}\,\overline{g_i}\,g_j\,c_j = \overline{\Bigl(\sum_i c_i g_i\Bigr)}\Bigl(\sum_j c_j g_j\Bigr) = \Bigl|\sum_j c_j g_j\Bigr|^2 .$$

```lean
/-- Pair densities weighted by expansion coefficients add up to the squared modulus of the
expanded wave. -/
theorem sum_pair_density (c g : ι → ℂ) :
    ∑ i, ∑ j, conj (c i) * (conj (g i) * g j) * c j = (‖∑ j, c j * g j‖ : ℂ) ^ 2 := by
  rw [← Complex.conj_mul', map_sum, Finset.sum_mul_sum]
  refine Finset.sum_congr rfl fun i _ => Finset.sum_congr rfl fun j _ => ?_
  rw [map_mul]
  ring
```

The proof runs from right to left. It writes the squared modulus as $\bar z z$, moves the conjugation inside the sum with `map_sum`, and expands the product of sums with `Finset.sum_mul_sum`. The terms then agree one by one after reordering, which `ring` does.

Now set $c_j = b_j(\psi)$ and use this twice, once with $g_j = f_j(r)$ and once with $g_j = p_j(r)$. Subtracting the two results gives, for every $\psi$ in $V$,

$$n(r) = |\psi(r)|^2 + |A(r)|^2 - |B(r)|^2 .$$

```lean
/-- For every pseudo wave, the ultrasoft density is the pseudo density plus the all-electron
one-centre density minus the pseudo one-centre density. -/
theorem usDensity_eq (p : ι → V) (f : ι → X → ℂ) (b : ι → V →ₗ[ℂ] ℂ) (ψ : V) (r : X) :
    usDensity p f b ψ r = (‖ψ.1 r‖ : ℂ) ^ 2 + (‖oneCentre b f ψ r‖ : ℂ) ^ 2
      - (‖oneCentre b (fun j => (p j).1) ψ r‖ : ℂ) ^ 2 := by
  have h1 := sum_pair_density (fun j => b j ψ) (fun j => f j r)
  have h2 := sum_pair_density (fun j => b j ψ) (fun j => (p j).1 r)
  simp only [usDensity, augCharge, oneCentre, mul_sub, sub_mul, Finset.sum_sub_distrib]
  linear_combination h1 - h2
```

The two uses are `h1` and `h2`. The `simp only` step splits the sum over $Q_{ij}$ into its two parts, and `linear_combination h1 - h2` performs the subtraction. Neither duality nor completeness of the expansion has entered yet.

## Duality and the cancellation

Suppose that $b_i(p_j) = \delta_{ij}$. Physically, each projector responds to its own partial wave with unit weight and is blind to the others. By linearity,

$$b_i\Bigl(\sum_j c_j p_j\Bigr) = \sum_j c_j\,\delta_{ij} = c_i .$$

```lean
/-- Projectors dual to the pseudo partial waves recover the expansion coefficients. -/
theorem projector_coeff [DecidableEq ι] (p : ι → V) (b : ι → V →ₗ[ℂ] ℂ)
    (hb : ∀ i j, b i (p j) = if i = j then 1 else 0) (c : ι → ℂ) (i : ι) :
    b i (∑ j, c j • p j) = c i := by
  simp [map_sum, hb]
```

The hypothesis `hb` is the duality condition, with $\delta_{ij}$ written as `if i = j then 1 else 0`.

If $\psi = \sum_j c_j p_j$, then $b_j(\psi) = c_j$, so $B(r) = \sum_j c_j p_j(r) = \psi(r)$ and $A(r) = \sum_j c_j f_j(r)$. The formula for $n$ becomes

$$n(r) = |\psi(r)|^2 + \Bigl|\sum_j c_j f_j(r)\Bigr|^2 - |\psi(r)|^2 = \Bigl|\sum_j c_j f_j(r)\Bigr|^2 .$$

```lean
/-- If a pseudo wave is a combination of pseudo partial waves and the projectors are dual to
these, its ultrasoft density is everywhere the density of the same combination of all-electron
partial waves. -/
theorem usDensity_eq_allElectron [DecidableEq ι] (p : ι → V) (f : ι → X → ℂ)
    (b : ι → V →ₗ[ℂ] ℂ) (hb : ∀ i j, b i (p j) = if i = j then 1 else 0)
    (c : ι → ℂ) (ψ : V) (hψ : ψ = ∑ j, c j • p j) (r : X) :
    usDensity p f b ψ r = (‖∑ j, c j * f j r‖ : ℂ) ^ 2 := by
  have hc : ∀ i, b i ψ = c i := fun i => by rw [hψ, projector_coeff p b hb]
  have hp : ψ.1 r = ∑ j, c j * (p j).1 r := by
    rw [hψ]
    simp [Finset.sum_apply]
  -- the pseudo density cancels the pseudo one-centre density
  rw [usDensity_eq, hp]
  simp only [oneCentre, hc]
  ring
```

In words: for any finite family of partial waves, any dual projectors and any coefficients `c`, a pseudo wave equal to the combination `∑ j, c j • p j` has, at every point `r`, the ultrasoft density $|\sum_j c_j f_j(r)|^2$. In the proof, `hc` is the recovery of the coefficients and `hp` is the expansion evaluated at `r`. After both are inserted, `ring` cancels the two pseudo terms.

Without duality the conclusion can fail. Return to the numbers $p(r)=1$, $f(r)=3$, $c=2$, but let $b(p)=2$. Then $b(\psi)=4$, and the ultrasoft density is $4 + 16\cdot 8 = 132$ instead of $36$. The projector has counted the augmentation charge with the wrong weight.

## Incomplete expansions

In practice a few partial waves represent $\psi$ only approximately. The formula $n = |\psi|^2 + |A|^2 - |B|^2$ still holds, and it shows that

$$n(r) = |A(r)|^2 \iff |\psi(r)|^2 = |B(r)|^2 \iff |\psi(r)| = |B(r)| .$$

```lean
/-- At a given point, the ultrasoft density equals the all-electron one-centre density exactly
when the pseudo wave and its pseudo one-centre expansion have the same modulus there. -/
theorem usDensity_eq_oneCentre_iff (p : ι → V) (f : ι → X → ℂ) (b : ι → V →ₗ[ℂ] ℂ)
    (ψ : V) (r : X) :
    usDensity p f b ψ r = (‖oneCentre b f ψ r‖ : ℂ) ^ 2 ↔
      ‖ψ.1 r‖ = ‖oneCentre b (fun j => (p j).1) ψ r‖ := by
  rw [usDensity_eq]
  constructor
  · intro h
    have h1 : (‖ψ.1 r‖ : ℂ) ^ 2 = (‖oneCentre b (fun j => (p j).1) ψ r‖ : ℂ) ^ 2 := by
      linear_combination h
    have h2 : ‖ψ.1 r‖ ^ 2 = ‖oneCentre b (fun j => (p j).1) ψ r‖ ^ 2 := by
      exact_mod_cast h1
    exact (sq_eq_sq₀ (norm_nonneg _) (norm_nonneg _)).1 h2
  · intro h
    rw [h]
    ring
```

The last equivalence uses that moduli are non-negative, which is the role of `sq_eq_sq₀`. Only the moduli have to match at the point in question; the phases of $\psi$ and $B$ may differ.

Where the two sets of partial waves coincide, as they are constructed to do beyond the core radius, $f_j(r) = p_j(r)$ for all $j$. Then every $Q_{ij}(r)$ vanishes and

$$n(r) = |\psi(r)|^2 .$$

```lean
/-- At a point where all-electron and pseudo partial waves coincide, the ultrasoft density is
the plain density of the pseudo wave. -/
theorem usDensity_outside_core (p : ι → V) (f : ι → X → ℂ) (b : ι → V →ₗ[ℂ] ℂ) (ψ : V)
    (r : X) (h : ∀ j, f j r = (p j).1 r) :
    usDensity p f b ψ r = (‖ψ.1 r‖ : ℂ) ^ 2 := by
  simp [usDensity, augCharge, h]
```

This holds whether or not the projectors are dual. No core radius appears in the statement, only the agreement of the waves at the point `r`.

A pseudo wave can also be corrected before it is squared, by forming the reconstructed wave $\psi + \sum_j b_j(\psi)(f_j - p_j) = \psi + A - B$. Its density is

$$|\psi + A - B|^2 = |\psi|^2 + 2\,\mathrm{Re}\,\overline{\psi}(A-B) + |A-B|^2 .$$

Subtract $n = |\psi|^2 + |A|^2 - |B|^2$. Since $|A-B|^2 = |A|^2 + |B|^2 - 2\,\mathrm{Re}\,\overline{B}A$, we have

$$|A-B|^2 - |A|^2 + |B|^2 = 2|B|^2 - 2\,\mathrm{Re}\,\overline{B}A = -2\,\mathrm{Re}\,\overline{B}(A-B),$$

and therefore

$$|\psi + A - B|^2 - n = 2\,\mathrm{Re}\,\overline{(\psi - B)}\,(A-B).$$

```lean
/-- The density of the reconstructed wave `ψ + ∑ b_j(ψ) (f_j - p_j)` differs from the ultrasoft
density by an interference term between the part of `ψ` missed by the pseudo one-centre
expansion and the one-centre correction. -/
theorem reconstructed_sub_usDensity (p : ι → V) (f : ι → X → ℂ) (b : ι → V →ₗ[ℂ] ℂ)
    (ψ : V) (r : X) :
    (‖ψ.1 r + (oneCentre b f ψ r - oneCentre b (fun j => (p j).1) ψ r)‖ : ℂ) ^ 2
        - usDensity p f b ψ r =
      ((2 * (conj (ψ.1 r - oneCentre b (fun j => (p j).1) ψ r) *
        (oneCentre b f ψ r - oneCentre b (fun j => (p j).1) ψ r)).re : ℝ) : ℂ) := by
  rw [usDensity_eq, ← Complex.add_conj]
  simp only [← Complex.conj_mul', map_add, map_sub, map_mul, Complex.conj_conj]
  ring
```

The proof writes twice the real part as a number plus its conjugate, turns every squared modulus into $\bar z z$, and leaves a polynomial identity to `ring`. The difference is an interference term. It vanishes where the pseudo expansion is complete, $\psi = B$, and where the one-centre correction is zero, $A = B$.

## The generalized norm

Return to an exact expansion with dual projectors, and let $\mu$ be a measure on $X$. Integrating the main identity term by term gives

$$\int \Bigl|\sum_j c_j f_j\Bigr|^2 d\mu = \int |\psi|^2\, d\mu + \sum_{i,j} \overline{b_i(\psi)} \Bigl(\int Q_{ij}\, d\mu\Bigr) b_j(\psi).$$

```lean
/-- For a pseudo wave that is a combination of pseudo partial waves with dual projectors, and with
`|ψ|²` and all augmentation charges integrable, the integrated all-electron density is the squared
norm of the pseudo wave plus the integrated augmentation charges weighted by its projections. -/
theorem generalized_norm [DecidableEq ι] [MeasurableSpace X] (μ : Measure X)
    (p : ι → V) (f : ι → X → ℂ) (b : ι → V →ₗ[ℂ] ℂ)
    (hb : ∀ i j, b i (p j) = if i = j then 1 else 0)
    (c : ι → ℂ) (ψ : V) (hψ : ψ = ∑ j, c j • p j)
    (hint : Integrable (fun r => (‖ψ.1 r‖ : ℂ) ^ 2) μ)
    (hQ : ∀ i j, Integrable (fun r => augCharge p f i j r) μ) :
    ∫ r, (‖∑ j, c j * f j r‖ : ℂ) ^ 2 ∂μ = ∫ r, (‖ψ.1 r‖ : ℂ) ^ 2 ∂μ
      + ∑ i, ∑ j, conj (b i ψ) * (∫ r, augCharge p f i j r ∂μ) * b j ψ := by
  have hI : ∀ i j, Integrable (fun r => conj (b i ψ) * augCharge p f i j r * b j ψ) μ :=
    fun i j => ((hQ i j).const_mul _).mul_const _
  have hJ : ∀ i, Integrable
      (fun r => ∑ j, conj (b i ψ) * augCharge p f i j r * b j ψ) μ :=
    fun i => MeasureTheory.integrable_finsetSum _ fun j _ => hI i j
  -- replace the all-electron density by the ultrasoft one, then integrate term by term
  simp only [← usDensity_eq_allElectron p f b hb c ψ hψ]
  simp only [usDensity]
  rw [integral_add hint (MeasureTheory.integrable_finsetSum _ fun i _ => hJ i),
    MeasureTheory.integral_finsetSum _ fun i _ => hJ i]
  congr 1
  refine Finset.sum_congr rfl fun i _ => ?_
  rw [MeasureTheory.integral_finsetSum _ fun j _ => hI i j]
  refine Finset.sum_congr rfl fun j _ => ?_
  rw [integral_mul_const, integral_const_mul]
```

The hypotheses `hint` and `hQ` state that $|\psi|^2$ and every $Q_{ij}$ are integrable: the pseudo wave carries a finite charge, and so does each augmentation function. The proof replaces the all-electron density by the ultrasoft one. It then passes the integral through the finite sums and takes the constant projections outside. When $X$ is all of space and $\mu$ is the volume measure, the right-hand side is the generalized squared norm of ultrasoft schemes, in which a soft wave need not carry the full charge by itself. When $X$ is only the augmentation sphere, it is the all-electron charge inside that sphere.

The same argument handles two waves. If also $\varphi = \sum_j d_j p_j$, replace the right-hand coefficients $b_j(\psi)$ by $b_j(\varphi) = d_j$. The double sum factorises as before, the pseudo product $\overline{\psi}\varphi$ cancels, and

$$\overline{\psi(r)}\,\varphi(r) + \sum_{i,j}\overline{b_i(\psi)}\,Q_{ij}(r)\,b_j(\varphi) = \overline{\Bigl(\sum_i c_i f_i(r)\Bigr)}\Bigl(\sum_j d_j f_j(r)\Bigr).$$

Integrated over all of space, where the integrals exist, this gives the generalized overlap of the two pseudo waves. This two-wave version is derived here by hand and is not part of the Lean file.

## A dual pair on the real line

Duality is easy to realise in a concrete case. Let $X = \mathbb{R}$, let $V$ contain all complex functions on it, and take

$$p_0(r) = 1, \qquad p_1(r) = r .$$

```lean
/-- Two pseudo partial waves on the real line: the constant `1` and the coordinate `r`. -/
def lineWave : Fin 2 → (⊤ : Submodule ℂ (ℝ → ℂ)) :=
  ![⟨fun _ => 1, Submodule.mem_top⟩, ⟨fun r => (r : ℂ), Submodule.mem_top⟩]
```

The indices start at $0$, as in `Fin 2`, and `⊤` is the space of all functions. As projectors take

$$b_0(\psi) = \psi(0), \qquad b_1(\psi) = \psi(1) - \psi(0).$$

```lean
/-- Two projectors on the real line: the value `ψ(0)` and the difference `ψ(1) - ψ(0)`. -/
def lineProjector : Fin 2 → (⊤ : Submodule ℂ (ℝ → ℂ)) →ₗ[ℂ] ℂ :=
  ![(LinearMap.proj (0 : ℝ) : (ℝ → ℂ) →ₗ[ℂ] ℂ).comp (Submodule.subtype ⊤),
    ((LinearMap.proj (1 : ℝ) : (ℝ → ℂ) →ₗ[ℂ] ℂ) - LinearMap.proj (0 : ℝ)).comp
      (Submodule.subtype ⊤)]
```

Both are linear, being built from point values. The four conditions are

$$b_0(p_0) = 1, \quad b_0(p_1) = 0, \quad b_1(p_0) = 1 - 1 = 0, \quad b_1(p_1) = 1 - 0 = 1 .$$

```lean
/-- The two projectors on the real line are dual to the two partial waves. -/
theorem duality_witness (i j : Fin 2) :
    lineProjector i (lineWave j) = if i = j then 1 else 0 := by
  fin_cases i <;> fin_cases j <;> simp [lineProjector, lineWave]

end

end UltrasoftAugmentation
```

The proof goes through the same four cases. For these waves the density identity therefore holds for every $\psi(r) = c_0 + c_1 r$ and any choice of $f_0$ and $f_1$. The example illustrates only the pointwise algebra: no non-zero $\psi$ of this form is square-integrable over the whole line, so it is not a normalisable state there, and the integrated identity does not apply to it with the usual length measure on $\mathbb{R}$.

```lean
#print axioms UltrasoftAugmentation.usDensity_eq_allElectron
-- 'UltrasoftAugmentation.usDensity_eq_allElectron' depends on axioms: [propext, Classical.choice, Quot.sound]
#print axioms UltrasoftAugmentation.usDensity_outside_core
-- 'UltrasoftAugmentation.usDensity_outside_core' depends on axioms: [propext, Classical.choice, Quot.sound]
#print axioms UltrasoftAugmentation.reconstructed_sub_usDensity
-- 'UltrasoftAugmentation.reconstructed_sub_usDensity' depends on axioms: [propext, Classical.choice, Quot.sound]
#print axioms UltrasoftAugmentation.generalized_norm
-- 'UltrasoftAugmentation.generalized_norm' depends on axioms: [propext, Classical.choice, Quot.sound]
```
